# The orbital Zeeman term of a neutral two-particle atom in centre-of-mass and relative variables

For particles of masses m, M > 0, with positions r₁, r₂ and momenta p₁, p₂,

(r₁ × p₁)/m − (r₂ × p₂)/M = (1/m)(1 − m/M) r × p + (1/m + 1/M) R × p + (r × P)/(m + M),

where

R = (m r₁ + M r₂)/(m + M), r = r₁ − r₂,

P = p₁ + p₂, p = (M p₁ − m p₂)/(m + M).

Let particle 1 be an electron of charge −e and particle 2 a nucleus of charge +e. In a uniform field B, with canonical momenta in the symmetric gauge, the left side multiplied by (e/2)B· is the orbital Zeeman term of this non-relativistic atom.

## The Zeeman shift in a relative-coordinate code

A code that solves this neutral two-particle atom in the relative coordinate alone has r × p available, but not the two separate angular momenta. Take a product of a localised centre-of-mass state and a relative state of definite parity. Then ⟨r⟩ = ⟨p⟩ = 0, the two mixed terms average to zero, and for B along z the expectation value of the orbital Zeeman term is

ΔE = (eB/2m)(1 − m/M)⟨(r × p)_z⟩.

This is the first-order energy shift when the product state is stationary without the field and the Zeeman term does not couple it to other states of the same energy. A localised centre-of-mass state is stationary only if an external potential confines the centre of mass; in a free atom it spreads. The code can then account for the moving nucleus by multiplying the expectation value of (eB/2m)(r × p)_z by 1 − m/M. This is a physical application of the identity, not a theorem in the Lean code.

Replacing m by the reduced mass in the fixed-nucleus formula gives the wrong factor, 1 + m/M. The nucleus has the opposite charge, so its contribution to the r × p coefficient is subtracted. The inverse reduced mass 1/m + 1/M multiplies R × p instead.

## Expanding the two angular momenta

Write S = m + M. Solving the definitions for the particle variables gives

r₁ = R + (M/S) r, r₂ = R − (m/S) r,

p₁ = (m/S) P + p, p₂ = (M/S) P − p.

Expanding with the factors in order,

r₁ × p₁ = (m/S) R × P + R × p + (mM/S²) r × P + (M/S) r × p,

r₂ × p₂ = (M/S) R × P − R × p − (mM/S²) r × P + (m/S) r × p.

For particles with charges q₁ and q₂, weight these by q₁/m and q₂/M and add. The coefficients are

R × P: (q₁ + q₂)/S

r × p: (q₁M/m + q₂m/M)/S

R × p: q₁/m − q₂/M

r × P: (q₁M − q₂m)/S².

For q₁ = 1 and q₂ = −1 the R × P term cancels, the r × P coefficient is 1/S, and the r × p coefficient is

(M² − m²)/(mMS) = (M − m)/(mM) = (1/m)(1 − m/M).

For q₁ = m and q₂ = M the sum is the total angular momentum, L = R × P + r × p. If R = P = 0, then L = r × p and the weighted difference is (1/m)(1 − m/M)L. For L ≠ 0 it vanishes exactly when m = M.

## Lean code for the identity and its rest-frame case

```lean
import Mathlib

open Matrix

namespace TwoBodyOrbitalMoment

noncomputable section

variable {A : Type*} [Ring A] [Algebra ℝ A]

/-- The cross product of two vectors whose components may be operators: component `i` is
`a (i+1) * b (i+2) - a (i+2) * b (i+1)`, with indices modulo 3 and the factors kept in order. -/
def cross (a b : Fin 3 → A) : Fin 3 → A :=
  fun i => a (i + 1) * b (i + 2) - a (i + 2) * b (i + 1)

/-- The centre-of-mass position `R = (m r₁ + M r₂) / (m + M)`, for `m + M ≠ 0`. -/
def comPosition (m M : ℝ) (r₁ r₂ : Fin 3 → A) : Fin 3 → A :=
  (m + M)⁻¹ • (m • r₁ + M • r₂)

/-- The relative position `r = r₁ - r₂`. -/
def relPosition (r₁ r₂ : Fin 3 → A) : Fin 3 → A := r₁ - r₂

/-- The total momentum `P = p₁ + p₂`. -/
def totalMomentum (p₁ p₂ : Fin 3 → A) : Fin 3 → A := p₁ + p₂

/-- The relative momentum `p = (M p₁ - m p₂) / (m + M)`, for `m + M ≠ 0`. -/
def relMomentum (m M : ℝ) (p₁ p₂ : Fin 3 → A) : Fin 3 → A :=
  (m + M)⁻¹ • (M • p₁ - m • p₂)

/-- For real components, `cross` is the usual cross product of vectors in space. -/
theorem cross_eq_crossProduct (a b : Fin 3 → ℝ) : cross a b = crossProduct a b := by
  rw [cross_apply]
  ext i
  fin_cases i <;> rfl

/-- For positive masses, the particle positions are recovered from the centre-of-mass and
relative positions. -/
theorem positions_from_com {m M : ℝ} (hm : 0 < m) (hM : 0 < M) (r₁ r₂ : Fin 3 → A) :
    r₁ = comPosition m M r₁ r₂ + (M / (m + M)) • relPosition r₁ r₂ ∧
    r₂ = comPosition m M r₁ r₂ - (m / (m + M)) • relPosition r₁ r₂ := by
  have hS : m + M ≠ 0 := (add_pos hm hM).ne'
  unfold comPosition relPosition
  constructor <;> match_scalars <;> field_simp <;> ring

/-- For positive masses, the particle momenta are recovered from the total and relative
momenta. -/
theorem momenta_from_com {m M : ℝ} (hm : 0 < m) (hM : 0 < M) (p₁ p₂ : Fin 3 → A) :
    p₁ = (m / (m + M)) • totalMomentum p₁ p₂ + relMomentum m M p₁ p₂ ∧
    p₂ = (M / (m + M)) • totalMomentum p₁ p₂ - relMomentum m M p₁ p₂ := by
  have hS : m + M ≠ 0 := (add_pos hm hM).ne'
  unfold totalMomentum relMomentum
  constructor <;> match_scalars <;> field_simp <;> ring

/-- Twice the orbital magnetic moment of two particles with charges `q₁`, `q₂` and positive
masses `m`, `M`, written in centre-of-mass and relative variables. -/
theorem moment_of_charges {m M : ℝ} (hm : 0 < m) (hM : 0 < M) (q₁ q₂ : ℝ)
    (r₁ r₂ p₁ p₂ : Fin 3 → A) :
    (q₁ / m) • cross r₁ p₁ + (q₂ / M) • cross r₂ p₂ =
      ((q₁ + q₂) / (m + M)) • cross (comPosition m M r₁ r₂) (totalMomentum p₁ p₂)
      + ((q₁ * M / m + q₂ * m / M) / (m + M)) •
          cross (relPosition r₁ r₂) (relMomentum m M p₁ p₂)
      + (q₁ / m - q₂ / M) • cross (comPosition m M r₁ r₂) (relMomentum m M p₁ p₂)
      + ((q₁ * M - q₂ * m) / (m + M) ^ 2) •
          cross (relPosition r₁ r₂) (totalMomentum p₁ p₂) := by
  have hS : m + M ≠ 0 := (add_pos hm hM).ne'
  have hm' : m ≠ 0 := hm.ne'
  have hM' : M ≠ 0 := hM.ne'
  obtain ⟨h1, h2⟩ := positions_from_com hm hM r₁ r₂
  obtain ⟨h3, h4⟩ := momenta_from_com hm hM p₁ p₂
  -- treat the collective variables as independent and insert the inverse transformation
  generalize comPosition m M r₁ r₂ = R at h1 h2 ⊢
  generalize relPosition r₁ r₂ = r at h1 h2 ⊢
  generalize totalMomentum p₁ p₂ = P at h3 h4 ⊢
  generalize relMomentum m M p₁ p₂ = p at h3 h4 ⊢
  rw [h1, h2, h3, h4]
  -- expand each component and compare the coefficients of the ordered products
  funext i
  simp only [cross, Pi.add_apply, Pi.sub_apply, Pi.smul_apply, add_mul, sub_mul, mul_add,
    mul_sub, smul_mul_assoc, mul_smul_comm]
  match_scalars <;> field_simp <;> ring

/-- For positive masses `m` and `M`, the difference of the two angular momenta, each divided by its
particle's mass, in centre-of-mass and relative variables:
`(r₁ × p₁)/m - (r₂ × p₂)/M = (1/m)(1 - m/M) r × p + (1/m + 1/M) R × p + (r × P)/(m + M)`. -/
theorem neutral_atom_moment {m M : ℝ} (hm : 0 < m) (hM : 0 < M)
    (r₁ r₂ p₁ p₂ : Fin 3 → A) :
    (1 / m) • cross r₁ p₁ - (1 / M) • cross r₂ p₂ =
      ((1 / m) * (1 - m / M)) • cross (relPosition r₁ r₂) (relMomentum m M p₁ p₂)
      + (1 / m + 1 / M) • cross (comPosition m M r₁ r₂) (relMomentum m M p₁ p₂)
      + (1 / (m + M)) • cross (relPosition r₁ r₂) (totalMomentum p₁ p₂) := by
  have hS : m + M ≠ 0 := (add_pos hm hM).ne'
  have hm' : m ≠ 0 := hm.ne'
  have hM' : M ≠ 0 := hM.ne'
  -- opposite unit charges
  calc (1 / m) • cross r₁ p₁ - (1 / M) • cross r₂ p₂
      = (1 / m) • cross r₁ p₁ + (-1 / M) • cross r₂ p₂ := by module
    _ = _ := by
      rw [moment_of_charges hm hM]
      match_scalars <;> field_simp <;> ring

/-- For positive masses, the total orbital angular momentum is the sum of a centre-of-mass part
`R × P` and an internal part `r × p`. -/
theorem total_angular_momentum {m M : ℝ} (hm : 0 < m) (hM : 0 < M)
    (r₁ r₂ p₁ p₂ : Fin 3 → A) :
    cross r₁ p₁ + cross r₂ p₂ =
      cross (comPosition m M r₁ r₂) (totalMomentum p₁ p₂)
      + cross (relPosition r₁ r₂) (relMomentum m M p₁ p₂) := by
  have hS : m + M ≠ 0 := (add_pos hm hM).ne'
  have hm' : m ≠ 0 := hm.ne'
  have hM' : M ≠ 0 := hM.ne'
  -- charges equal to the masses
  calc cross r₁ p₁ + cross r₂ p₂
      = (m / m) • cross r₁ p₁ + (M / M) • cross r₂ p₂ := by
        rw [div_self hm', div_self hM', one_smul, one_smul]
    _ = _ := by
      rw [moment_of_charges hm hM]
      match_scalars <;> field_simp <;> ring

/-- For classical particles of positive masses whose centre of mass rests at the origin,
`(r₁ × p₁)/m - (r₂ × p₂)/M` is `(1/m)(1 - m/M)` times the total orbital angular momentum. -/
theorem rest_frame_moment {m M : ℝ} (hm : 0 < m) (hM : 0 < M) (r₁ r₂ p₁ p₂ : Fin 3 → ℝ)
    (hR : comPosition m M r₁ r₂ = 0) (hP : totalMomentum p₁ p₂ = 0) :
    (1 / m) • cross r₁ p₁ - (1 / M) • cross r₂ p₂ =
      ((1 / m) * (1 - m / M)) • (cross r₁ p₁ + cross r₂ p₂) := by
  have hl : ∀ v : Fin 3 → ℝ, cross 0 v = 0 := fun v => by funext i; simp [cross]
  have hr : ∀ v : Fin 3 → ℝ, cross v 0 = 0 := fun v => by funext i; simp [cross]
  rw [neutral_atom_moment hm hM, total_angular_momentum hm hM, hR, hP]
  simp only [hl, hr, smul_zero, add_zero, zero_add]

/-- For classical particles of positive masses whose centre of mass rests at the origin and whose
total orbital angular momentum is nonzero, `(r₁ × p₁)/m - (r₂ × p₂)/M` vanishes exactly when the
masses are equal. -/
theorem rest_frame_moment_eq_zero_iff {m M : ℝ} (hm : 0 < m) (hM : 0 < M)
    (r₁ r₂ p₁ p₂ : Fin 3 → ℝ)
    (hR : comPosition m M r₁ r₂ = 0) (hP : totalMomentum p₁ p₂ = 0)
    (hL : cross r₁ p₁ + cross r₂ p₂ ≠ 0) :
    (1 / m) • cross r₁ p₁ - (1 / M) • cross r₂ p₂ = 0 ↔ m = M := by
  rw [rest_frame_moment hm hM r₁ r₂ p₁ p₂ hR hP, smul_eq_zero]
  constructor
  · rintro (h | h)
    · have h1 : 1 - m / M = 0 := (mul_eq_zero.mp h).resolve_left (one_div_pos.mpr hm).ne'
      have h2 : m / M = 1 := by linarith
      exact (div_eq_one_iff_eq hM.ne').mp h2
    · exact absurd h hL
  · intro h
    left
    rw [h, div_self hM.ne', sub_self, mul_zero]

end

end TwoBodyOrbitalMoment
```

```lean
#print axioms TwoBodyOrbitalMoment.cross_eq_crossProduct
#print axioms TwoBodyOrbitalMoment.neutral_atom_moment
#print axioms TwoBodyOrbitalMoment.rest_frame_moment_eq_zero_iff
```

```
'TwoBodyOrbitalMoment.cross_eq_crossProduct' depends on axioms: [propext, Classical.choice, Quot.sound]
'TwoBodyOrbitalMoment.neutral_atom_moment' depends on axioms: [propext, Classical.choice, Quot.sound]
'TwoBodyOrbitalMoment.rest_frame_moment_eq_zero_iff' depends on axioms: [propext, Classical.choice, Quot.sound]
```

## Operator components and the classical rest frame

Vectors have type `Fin 3 → A`, where `A` is any real algebra, commutative or not. Real components give classical vectors. Linear operators on Schwartz functions also form such an algebra, which accommodates position and momentum operators. `cross` keeps its factors in order, and no commutation relation is assumed. For real components it agrees with Mathlib's `crossProduct`.

`neutral_atom_moment` is the opening identity. That its left side represents the Zeeman term is physical input: it comes from the part of the Hamiltonian linear in B, in the symmetric gauge. Spin and terms quadratic in B are absent. The docstring of `moment_of_charges` calls its left side twice the orbital magnetic moment; with canonical momenta in the symmetric gauge, this is the moment at zero field.

The two rest-frame theorems take real vectors only. Their hypotheses `hR` and `hP` place the centre of mass at rest at the origin, which quantum operators R and P cannot satisfy together. `hL` states that L ≠ 0; with L = 0 the difference vanishes for unequal masses too.

In the proof, `positions_from_com` and `momenta_from_com` supply the inverse formulas. `moment_of_charges` uses `generalize` to treat R, r, P and p as independent letters, substitutes those formulas and expands each component. `match_scalars` then compares the real coefficients of the ordered products, and `field_simp` and `ring` settle the fractions. The neutral-atom identity and `total_angular_momentum` follow from the two choices of charges above. `rest_frame_moment` sets R and P to zero, and `rest_frame_moment_eq_zero_iff` uses the fact that a scalar multiple of a vector vanishes only if one factor does.
